# One-way hopping on a finite ring gives the last site ε times the first site's amplitude

The lemma concerns a finite chain of `n` sites, at least one, with a single complex amplitude on each site. The hopping matrix has ones on the superdiagonal and a real link `ε`, of any size, in the bottom-left corner, which closes the chain into a ring. Applied to any vector `x`, normalised or not, it gives at the last site `ε` times the amplitude of `x` on the first site. The attempt writes that component as a sum over sites, keeps only the first site's term with `Finset.sum_eq_single`, and leaves `simp` to evaluate the matrix entry there.

In Lean, a first try:

```lean
import Mathlib

open Matrix

namespace NonHermitianResidual

noncomputable section

/-- One-way hopping on a chain of `n` sites: ones on the superdiagonal and a weak link `ε`
in the bottom-left corner. -/
def weakRing (n : ℕ) (ε : ℝ) : Matrix (Fin n) (Fin n) ℂ :=
  Matrix.of fun i j =>
    if (j : ℕ) = i + 1 then 1 else if (i : ℕ) + 1 = n ∧ (j : ℕ) = 0 then (ε : ℂ) else 0

/-- On the last site, the operator returns `ε` times the amplitude of the first site. -/
theorem weakRing_mulVec_last {n : ℕ} (ε : ℝ) (x : Fin n → ℂ) (i : Fin n)
    (h0 : 0 < n) (h : (i : ℕ) + 1 = n) : (weakRing n ε *ᵥ x) i = ε * x ⟨0, h0⟩ := by
  change ∑ j, weakRing n ε i j * x j = _
  rw [Finset.sum_eq_single ⟨0, h0⟩]
  · simp [weakRing, h]
  · intro j _ hj
    have h1 : ¬ (j : ℕ) = i + 1 := by have := j.isLt; omega
    have h2 : ¬ ((i : ℕ) + 1 = n ∧ (j : ℕ) = 0) := fun h' => hj (Fin.ext h'.2)
    simp only [weakRing, Matrix.of_apply, if_neg h1, if_neg h2, zero_mul]
  · simp

end

end NonHermitianResidual
```

The error:

```
Main.lean:20:2: error: unsolved goals
n : ℕ
ε : ℝ
x : Fin n → ℂ
i : Fin n
h0 : 0 < n
h : ↑i + 1 = n
⊢ 0 = n → x ⟨0, h0⟩ = ↑ε * x ⟨0, h0⟩
```

Diagnosis. The error says that `simp [weakRing, h]` left a goal unproved: if `0 = n`, then `x ⟨0, h0⟩ = ↑ε * x ⟨0, h0⟩`. The matrix entry first tests whether the column index, here `0`, equals `i + 1`. No natural number `i` makes that true, but `h : ↑i + 1 = n` was given to `simp` as a rewrite rule, and it turned the test into `0 = n`. In that form the test is no longer false on sight. Refuting it takes a fact such as `h0 : 0 < n`, and `simp` does not by itself derive `0 ≠ n` from that inequality. So the case in which the entry would be `1` stayed open, while the other case, where the entry is `ε`, was settled.

The added line takes the assumption `0 = n` as `h'` and refutes it: `omega`, which does use the arithmetic hypotheses in the context, proves that `0 = n` is false, and `absurd` then gives the required equation from the contradiction.

This version goes through:

```diff
@@ -19,4 +19,5 @@
   rw [Finset.sum_eq_single ⟨0, h0⟩]
   · simp [weakRing, h]
+    exact fun h' => absurd h' (by omega)
   · intro j _ hj
     have h1 : ¬ (j : ℕ) = i + 1 := by have := j.isLt; omega
```
